# The sum of a lattice plane wave over a finite periodic mesh vanishes unless its crystal momentum is zero

On a finite periodic mesh in `d` dimensions, with `N` points per direction and `N` nonzero, `phase_sum` adds the plane wave exp(2πi k·R/N) over all separations R. The sum is N^d if k = 0 and zero otherwise, where the components of k are integers modulo `N`. The sum is unnormalised; divided by N^d it would be 1 or 0. The proof writes the plane wave as a product over directions, so that the lattice sum becomes a product of one-dimensional character sums, each equal to `N` or 0. If k is nonzero, one of its components is nonzero, and the corresponding factor makes the whole product vanish.

As first written in Lean, the proof fails:

```lean
import Mathlib

open Matrix ComplexConjugate

namespace ExcitonExchange

noncomputable section

variable {d N : ℕ} [NeZero N]

/-- Points of a periodic `d`-dimensional mesh with `N` points per direction; they label
crystal momenta as well as electron-hole separations. -/
abbrev Mesh (d N : ℕ) := Fin d → ZMod N

/-- The lattice plane wave `exp(2πi k·R/N)`. -/
def phase (k R : Mesh d N) : ℂ := ZMod.stdAddChar (N := N) (k ⬝ᵥ R)

/-- Summed over all lattice separations, a plane wave vanishes unless `k = 0`. -/
theorem phase_sum (k : Mesh d N) :
    ∑ R, phase k R = if k = 0 then (N : ℂ) ^ d else 0 := by
  have h : ∀ R : Mesh d N, phase k R = ∏ i, ZMod.stdAddChar (N := N) (R i * k i) := by
    intro R
    rw [phase, dotProduct, AddChar.map_sum_eq_prod]
    exact Finset.prod_congr rfl (fun i _ => by rw [mul_comm])
  have hs : ∀ b : ZMod N, ∑ x : ZMod N, ZMod.stdAddChar (N := N) (x * b)
      = if b = 0 then (N : ℂ) else 0 := by
    intro b
    rw [AddChar.sum_mulShift b (ZMod.isPrimitive_stdAddChar N)]
    split_ifs <;> simp [ZMod.card]
  -- the lattice sum factorises into one sum per direction
  have hp : ∑ R : Mesh d N, ∏ i, ZMod.stdAddChar (N := N) (R i * k i)
      = ∏ i, ∑ x : ZMod N, ZMod.stdAddChar (N := N) (x * k i) := by
    rw [Finset.prod_univ_sum, Fintype.piFinset_univ]
  simp only [h]
  rw [hp]
  simp only [hs]
  by_cases hk : k = 0
  · subst hk
    simp
  · obtain ⟨i, hi⟩ := Function.ne_iff.mp hk
    rw [if_neg hk]
    exact Finset.prod_eq_zero (Finset.mem_univ i) (if_neg hi)

end

end ExcitonExchange
```

Compiling this gives:

```
Main.lean:23:27: error(lean.unknownIdentifier): Unknown constant `AddChar.map_sum_eq_prod`
```

What went wrong. The message says that Lean knows no constant called `AddChar.map_sum_eq_prod`. The `rw` in the proof of `h` relied on it to turn the character of the sum k·R into a product of characters, one for each direction. Without that lemma the rewrite cannot be carried out. The fault reported is the missing name, not the mathematical step.

The repair proves the needed fact locally as `hm`, by induction on the finite set of directions. For the empty set, the sum is 0 and the product is 1, and `AddChar.map_zero_eq_one` makes the two sides agree. When an element is inserted, `AddChar.map_add_eq_mul` splits off its factor and the induction hypothesis `ih` deals with the rest. Putting `hm` in place of the unknown name lets the rewrite go through. The next line, unchanged, then only has to swap `k i * R i` for `R i * k i` in each factor.

The repair, with which the file compiles:

```diff
@@ -19,7 +19,14 @@
 theorem phase_sum (k : Mesh d N) :
     ∑ R, phase k R = if k = 0 then (N : ℂ) ^ d else 0 := by
+  have hm : ∀ (s : Finset (Fin d)) (f : Fin d → ZMod N),
+      ZMod.stdAddChar (N := N) (∑ i ∈ s, f i) = ∏ i ∈ s, ZMod.stdAddChar (N := N) (f i) := by
+    intro s f
+    induction s using Finset.induction_on with
+    | empty => rw [Finset.sum_empty, Finset.prod_empty, AddChar.map_zero_eq_one]
+    | insert a s ha ih =>
+      rw [Finset.sum_insert ha, Finset.prod_insert ha, AddChar.map_add_eq_mul, ih]
   have h : ∀ R : Mesh d N, phase k R = ∏ i, ZMod.stdAddChar (N := N) (R i * k i) := by
     intro R
-    rw [phase, dotProduct, AddChar.map_sum_eq_prod]
+    rw [phase, dotProduct, hm]
     exact Finset.prod_congr rfl (fun i _ => by rw [mul_comm])
   have hs : ∀ b : ZMod N, ∑ x : ZMod N, ZMod.stdAddChar (N := N) (x * b)
```
